# With positive definite stiffness, undamped linear spin waves have real, nonzero frequencies

Let $K$ be a real symmetric positive definite matrix and $W$ a real antisymmetric one. If a nonzero complex vector $x$ satisfies $Kx=iwWx$ with $w$ complex, then $w$ is real and nonzero, and $\bar x$ solves the same equation at $-w$. I read this as stability of spin waves about an energy minimum: $K$ is the Hessian of the energy in small spin deviations, $W$ is the Berry curvature, in units with $\hbar=1$, and $x\,e^{iwt}$ solves $W\dot u=Ku$. I would like to see the argument made rigorous and checked by machine. What happens if the stationary point is a saddle instead?

## Positive energy forces a real frequency

The claim holds, and a single spin at a saddle can have a growing mode. Write $x=u+iv$ with $u,v$ real, and $w=\alpha+i\beta$. The real and imaginary parts of $Kx=iwWx$ are

$$Ku=-\beta Wu-\alpha Wv,\qquad Kv=\alpha Wu-\beta Wv .$$

Antisymmetry gives $u\cdot Wu=v\cdot Wv=0$ and $v\cdot Wu=-u\cdot Wv$. Pairing the first equation with $u$ and the second with $v$, then adding, gives

$$u\cdot Ku+v\cdot Kv=-2\alpha\,u\cdot Wv .$$

Since $x\neq0$, at least one of $u,v$ is nonzero, so the left side is positive. Hence $\alpha\neq0$ and $u\cdot Wv\neq0$.

Pairing crosswise gives $u\cdot Kv=-\beta\,u\cdot Wv$ and $v\cdot Ku=\beta\,u\cdot Wv$. These are equal because $K$ is symmetric, so $\beta\,u\cdot Wv=0$ and therefore $\beta=0$. Finally, conjugating the mode equation gives $K\bar x=i(-\bar w)W\bar x$, and $\bar w=w$.

### Bounded motion and the single spin

For a real trajectory $u(t)$ of $W\dot u=Ku$, the energy $E=\tfrac12u\cdot Ku$ obeys

$$\dot E=\dot u\cdot Ku=\dot u\cdot W\dot u=0,$$

where the first step uses the symmetry of $K$. If $c\,v\cdot v\le v\cdot Kv$ for all $v$, with $c>0$, then $c\,u(t)\cdot u(t)\le2E(t)=2E(0)$, which bounds the squared amplitude by $2E(0)/c$.

One spin has two transverse deviations, with stiffnesses $a,b$ and Berry curvature $s$. Its mode equations are

$$a x_0=iws\,x_1,\qquad b x_1=-iws\,x_0 .$$

Multiplying the first by $b$ and inserting the second gives $(ab-(sw)^2)x_0=0$. Multiplying the second by $a$ and inserting the first gives the same for $x_1$. A nonzero $x$ therefore requires $(sw)^2=ab$. Conversely, when this holds, $x=(iws,a)$ is a mode if $a\neq0$; if $a=0$, then $sw=0$ and $x=(1,0)$ is one.

At a saddle, $ab<0$ with $s\neq0$, take $w=-ir$ with $r=\sqrt{-ab}/|s|$. Then $(sw)^2=-s^2r^2=ab$, and $e^{iwt}=e^{rt}$ grows.

### What the Lean definitions and hypotheses mean

The finite type `n` labels the real deviation coordinates, and `energy K v` is $v\cdot Kv/2$. `IsMode K W w x` says that $x\neq0$ and $Kx=iwWx$; `K.map Complex.ofReal` is the real matrix $K$ acting on complex amplitudes. `IsTrajectory K W u` says that $u$ is differentiable at every real time and satisfies $W\dot u=Ku$.

In `spin_wave_stable`, `hK` and `hW` are the symmetry of $K$ and antisymmetry of $W$. The hypothesis `hpos` says that every nonzero deviation costs energy at second order. An isotropic magnet whose global rotation costs nothing does not satisfy it; an anisotropy or a field can supply the missing stiffness. The conclusion has three parts: `w.im = 0`, `w ≠ 0` and the conjugate mode at `-w`.

The theorem concerns any mode that exists; it does not construct modes or trajectories. `energy_conserved` needs no positivity, while `amplitude_bound` takes the lower stiffness bound $c$ as a hypothesis. The model is finite, linearised and undamped, and $K$ and $W$ are given, not derived from a spin Hamiltonian or from electronic structure.

For adiabatic spin-wave calculations that use a computed energy Hessian and Berry curvature, this finite, undamped linear model offers a diagnostic: a frequency that is not real points to a failed hypothesis on $K$ or $W$, or to numerical error.

```lean
import Mathlib

open Matrix ComplexConjugate

namespace BerryCurvatureSpinWaves

variable {n : Type*} [Fintype n]

/-- The quadratic energy `v · K v / 2` of a small real deviation `v` with stiffness matrix `K`. -/
noncomputable def energy (K : Matrix n n ℝ) (v : n → ℝ) : ℝ := (v ⬝ᵥ K *ᵥ v) / 2

/-- A spin-wave mode: a nonzero complex amplitude `x` with `K x = i w W x`, for stiffness `K`,
Berry curvature `W` and complex frequency `w`. -/
def IsMode (K W : Matrix n n ℝ) (w : ℂ) (x : n → ℂ) : Prop :=
  x ≠ 0 ∧ K.map Complex.ofReal *ᵥ x = (Complex.I * w) • (W.map Complex.ofReal *ᵥ x)

/-- A real solution `u` of the linearised equation of motion `W (du/dt) = K u`. -/
def IsTrajectory (K W : Matrix n n ℝ) (u : ℝ → n → ℝ) : Prop :=
  ∀ t, ∃ v, HasDerivAt u v t ∧ W *ᵥ v = K *ᵥ u t

/-- A real matrix acts separately on the real and imaginary parts of a complex amplitude. -/
theorem re_im_mulVec (A : Matrix n n ℝ) (x : n → ℂ) (i : n) :
    ((A.map Complex.ofReal *ᵥ x) i).re = (A *ᵥ fun j => (x j).re) i ∧
    ((A.map Complex.ofReal *ᵥ x) i).im = (A *ᵥ fun j => (x j).im) i := by
  constructor <;> simp [Matrix.mulVec, dotProduct, Complex.re_sum, Complex.im_sum]

/-- Exchanging the two vectors in a bilinear form transposes its matrix. -/
theorem pairing_swap (A : Matrix n n ℝ) (u v : n → ℝ) :
    u ⬝ᵥ A *ᵥ v = v ⬝ᵥ Aᵀ *ᵥ u := by
  rw [Matrix.dotProduct_mulVec, ← Matrix.mulVec_transpose, dotProduct_comm]

/-- Complex conjugation turns a mode at `w` into a mode at minus the conjugate of `w`. -/
theorem IsMode.conj {K W : Matrix n n ℝ} {w : ℂ} {x : n → ℂ} (h : IsMode K W w x) :
    IsMode K W (-conj w) (fun j => conj (x j)) := by
  obtain ⟨hx, h⟩ := h
  have hc : ∀ (A : Matrix n n ℝ) (i : n),
      (A.map Complex.ofReal *ᵥ fun j => conj (x j)) i
        = conj ((A.map Complex.ofReal *ᵥ x) i) := by
    intro A i
    simp [Matrix.mulVec, dotProduct, map_sum]
  refine ⟨fun h0 => hx (funext fun i => by simpa using congrFun h0 i), ?_⟩
  funext i
  rw [hc, h]
  simp only [Pi.smul_apply, smul_eq_mul, hc, map_mul, Complex.conj_I]
  ring

/-- For symmetric positive definite `K` and antisymmetric `W`, the frequency of every mode is real
and nonzero, and the conjugate amplitude is a mode at the opposite frequency. -/
theorem spin_wave_stable {K W : Matrix n n ℝ} (hK : Kᵀ = K) (hW : Wᵀ = -W)
    (hpos : ∀ v, v ≠ 0 → 0 < energy K v) {w : ℂ} {x : n → ℂ} (h : IsMode K W w x) :
    w.im = 0 ∧ w ≠ 0 ∧ IsMode K W (-w) (fun j => conj (x j)) := by
  obtain ⟨u, hu⟩ : ∃ u : n → ℝ, u = fun j => (x j).re := ⟨_, rfl⟩
  obtain ⟨v, hv⟩ : ∃ v : n → ℝ, v = fun j => (x j).im := ⟨_, rfl⟩
  -- real and imaginary parts of the mode equation
  have hR : K *ᵥ u = (-w.im) • (W *ᵥ u) - w.re • (W *ᵥ v) := by
    funext i
    have e := congrArg Complex.re (congrFun h.2 i)
    simp only [Pi.smul_apply, smul_eq_mul, Complex.mul_re, Complex.mul_im, Complex.I_re,
      Complex.I_im, (re_im_mulVec _ x i).1, (re_im_mulVec _ x i).2] at e
    rw [hu, hv]
    simp only [Pi.sub_apply, Pi.smul_apply, smul_eq_mul]
    linear_combination e
  have hI : K *ᵥ v = w.re • (W *ᵥ u) - w.im • (W *ᵥ v) := by
    funext i
    have e := congrArg Complex.im (congrFun h.2 i)
    simp only [Pi.smul_apply, smul_eq_mul, Complex.mul_re, Complex.mul_im, Complex.I_re,
      Complex.I_im, (re_im_mulVec _ x i).1, (re_im_mulVec _ x i).2] at e
    rw [hu, hv]
    simp only [Pi.sub_apply, Pi.smul_apply, smul_eq_mul]
    linear_combination e
  have skew : ∀ a b : n → ℝ, a ⬝ᵥ W *ᵥ b = -(b ⬝ᵥ W *ᵥ a) := by
    intro a b
    rw [pairing_swap, hW, Matrix.neg_mulVec, dotProduct_neg]
  have huu := skew u u
  have hvv := skew v v
  have hvu := skew v u
  -- the energy of the two quadratures is positive
  have hnn : ∀ a, 0 ≤ energy K a := by
    intro a
    by_cases ha : a = 0
    · simp [ha, energy]
    · exact (hpos a ha).le
  have hS : 0 < energy K u + energy K v := by
    by_cases h0 : u = 0
    · have hv0 : v ≠ 0 := by
        intro h1
        apply h.1
        funext i
        apply Complex.ext
        · simpa [hu] using congrFun h0 i
        · simpa [hv] using congrFun h1 i
      linarith [hnn u, hpos v hv0]
    · linarith [hnn v, hpos u h0]
  have hsym : u ⬝ᵥ K *ᵥ v = v ⬝ᵥ K *ᵥ u := by
    rw [pairing_swap, hK]
  simp only [energy, hR, hI, dotProduct_sub, dotProduct_smul, smul_eq_mul] at hS hsym
  have zu : u ⬝ᵥ W *ᵥ u = 0 := by linarith
  have zv : v ⬝ᵥ W *ᵥ v = 0 := by linarith
  rw [zu, zv, hvu] at hS hsym
  have hp : 0 < -(w.re * (u ⬝ᵥ W *ᵥ v)) := by linarith
  have hb : w.im * (u ⬝ᵥ W *ᵥ v) = 0 := by linarith
  have him : w.im = 0 := by
    rcases mul_eq_zero.mp hb with h1 | h1
    · exact h1
    · simp [h1] at hp
  refine ⟨him, ?_, ?_⟩
  · intro h0
    simp [h0] at hp
  · have hc := h.conj
    rwa [Complex.conj_eq_iff_im.mpr him] at hc

/-- For symmetric `K` and antisymmetric `W`, the quadratic energy is constant along every real
trajectory. -/
theorem energy_conserved {K W : Matrix n n ℝ} (hK : Kᵀ = K) (hW : Wᵀ = -W)
    {u : ℝ → n → ℝ} (h : IsTrajectory K W u) (t : ℝ) :
    energy K (u t) = energy K (u 0) := by
  have hd : ∀ s, HasDerivAt (fun r => energy K (u r)) 0 s := by
    intro s
    obtain ⟨v, hv, he⟩ := h s
    have hi := hasDerivAt_pi.1 hv
    have hKi : ∀ i, HasDerivAt (fun r => (K *ᵥ u r) i) ((K *ᵥ v) i) s := by
      intro i
      simp only [Matrix.mulVec, dotProduct]
      exact HasDerivAt.fun_sum fun j _ => (hi j).const_mul (K i j)
    have hE : HasDerivAt (fun r => u r ⬝ᵥ K *ᵥ u r)
        (∑ i, (v i * (K *ᵥ u s) i + u s i * (K *ᵥ v) i)) s := by
      simp only [dotProduct]
      exact HasDerivAt.fun_sum fun i _ => (hi i).fun_mul (hKi i)
    -- the Berry-curvature force does no work
    have hz : ∑ i, (v i * (K *ᵥ u s) i + u s i * (K *ᵥ v) i) = 0 := by
      have e1 : ∑ i, (v i * (K *ᵥ u s) i + u s i * (K *ᵥ v) i)
          = v ⬝ᵥ K *ᵥ u s + u s ⬝ᵥ K *ᵥ v := by
        simp only [dotProduct, Finset.sum_add_distrib]
      have e2 := pairing_swap K (u s) v
      have e3 := pairing_swap W v v
      rw [hK] at e2
      rw [hW, Matrix.neg_mulVec, dotProduct_neg] at e3
      rw [e1, e2, ← he]
      linarith
    rw [hz] at hE
    simpa [energy] using hE.div_const 2
  exact is_const_of_deriv_eq_zero (fun s => (hd s).differentiableAt) (fun s => (hd s).deriv) t 0

/-- For symmetric `K` and antisymmetric `W`, if the stiffness is at least `c > 0` in every
direction, the squared deviation along a real trajectory never exceeds twice the initial energy
divided by `c`. -/
theorem amplitude_bound {K W : Matrix n n ℝ} (hK : Kᵀ = K) (hW : Wᵀ = -W) {c : ℝ} (hc : 0 < c)
    (hgap : ∀ v, c * (v ⬝ᵥ v) ≤ v ⬝ᵥ K *ᵥ v) {u : ℝ → n → ℝ} (h : IsTrajectory K W u) (t : ℝ) :
    u t ⬝ᵥ u t ≤ 2 * energy K (u 0) / c := by
  rw [le_div_iff₀ hc, ← energy_conserved hK hW h t]
  have := hgap (u t)
  unfold energy
  linarith

/-- One spin with stiffnesses `a`, `b` and Berry curvature `s` has a mode at frequency `w`
exactly when `(s w)² = a b`. -/
theorem single_spin_frequency (a b s : ℝ) (w : ℂ) :
    (∃ x, IsMode !![a, 0; 0, b] !![0, s; -s, 0] w x) ↔ ((s : ℂ) * w) ^ 2 = a * b := by
  have key : ∀ x : Fin 2 → ℂ, (!![a, 0; 0, b].map Complex.ofReal *ᵥ x
      = (Complex.I * w) • (!![0, s; -s, 0].map Complex.ofReal *ᵥ x)) ↔
      ((a : ℂ) * x 0 = Complex.I * w * (s * x 1) ∧
        (b : ℂ) * x 1 = Complex.I * w * (-(s * x 0))) := by
    intro x
    rw [funext_iff, Fin.forall_fin_two]
    simp [Matrix.mulVec, dotProduct, Fin.sum_univ_two]
  constructor
  · rintro ⟨x, hx, h⟩
    obtain ⟨h0, h1⟩ := (key x).mp h
    by_contra hne
    -- otherwise both components vanish
    have e0 : (((s : ℂ) * w) ^ 2 - a * b) * x 0 = 0 := by
      linear_combination (-(b : ℂ)) * h0 - Complex.I * w * s * h1
        + w ^ 2 * s ^ 2 * x 0 * Complex.I_sq
    have e1 : (((s : ℂ) * w) ^ 2 - a * b) * x 1 = 0 := by
      linear_combination (-(a : ℂ)) * h1 + Complex.I * w * s * h0
        + w ^ 2 * s ^ 2 * x 1 * Complex.I_sq
    have z0 := (mul_eq_zero.mp e0).resolve_left (sub_ne_zero.mpr hne)
    have z1 := (mul_eq_zero.mp e1).resolve_left (sub_ne_zero.mpr hne)
    apply hx
    funext i
    fin_cases i
    · exact z0
    · exact z1
  · intro hw
    by_cases ha : a = 0
    · have hsw : (s : ℂ) * w = 0 := by
        apply pow_eq_zero_iff (two_ne_zero) |>.mp
        rw [hw, ha]
        simp
      refine ⟨![1, 0], fun h => by simpa using congrFun h 0, (key _).mpr ⟨?_, ?_⟩⟩
      · simp [ha]
      · change (b : ℂ) * 0 = Complex.I * w * (-(s * 1))
        linear_combination Complex.I * hsw
    · refine ⟨![Complex.I * w * s, a], fun h => ha (by simpa using congrFun h 1),
        (key _).mpr ⟨?_, ?_⟩⟩
      · change (a : ℂ) * (Complex.I * w * s) = Complex.I * w * (s * a)
        ring
      · change (b : ℂ) * a = Complex.I * w * (-(s * (Complex.I * w * s)))
        linear_combination -hw + w ^ 2 * s ^ 2 * Complex.I_sq

/-- One spin at a saddle of the energy, `a b < 0`, with Berry curvature `s ≠ 0` has a mode whose
frequency has negative imaginary part. -/
theorem saddle_unstable {a b s : ℝ} (hab : a * b < 0) (hs : s ≠ 0) :
    ∃ w : ℂ, w.im < 0 ∧ ∃ x, IsMode !![a, 0; 0, b] !![0, s; -s, 0] w x := by
  obtain ⟨r, hr0, hr⟩ : ∃ r : ℝ, 0 < r ∧ s ^ 2 * r ^ 2 = -(a * b) := by
    refine ⟨√(-(a * b)) / |s|, div_pos (Real.sqrt_pos.mpr (by linarith)) (abs_pos.mpr hs), ?_⟩
    rw [div_pow, Real.sq_sqrt (by linarith), sq_abs]
    field_simp
  have hc : (s : ℂ) ^ 2 * (r : ℂ) ^ 2 = -((a : ℂ) * b) := by exact_mod_cast hr
  refine ⟨-Complex.I * r, by simpa using hr0, (single_spin_frequency a b s _).mpr ?_⟩
  linear_combination -hc + (s : ℂ) ^ 2 * (r : ℂ) ^ 2 * Complex.I_sq

end BerryCurvatureSpinWaves
```

```lean
#print axioms BerryCurvatureSpinWaves.spin_wave_stable
-- 'BerryCurvatureSpinWaves.spin_wave_stable' depends on axioms: [propext, Classical.choice, Quot.sound]
#print axioms BerryCurvatureSpinWaves.amplitude_bound
-- 'BerryCurvatureSpinWaves.amplitude_bound' depends on axioms: [propext, Classical.choice, Quot.sound]
#print axioms BerryCurvatureSpinWaves.single_spin_frequency
-- 'BerryCurvatureSpinWaves.single_spin_frequency' depends on axioms: [propext, Classical.choice, Quot.sound]
#print axioms BerryCurvatureSpinWaves.saddle_unstable
-- 'BerryCurvatureSpinWaves.saddle_unstable' depends on axioms: [propext, Classical.choice, Quot.sound]
```

### How the Lean proof follows the algebra

`re_im_mulVec` lets a real matrix act separately on real and imaginary parts. `pairing_swap` is the identity $u\cdot Av=v\cdot A^{T}u$, the source of every symmetry step. `IsMode.conj` conjugates the mode equation for arbitrary complex $w$, which gives a partner at $-\bar w$ without any assumption on symmetry or positivity.

In `spin_wave_stable`, `hR` and `hI` are the two real equations, obtained by taking parts componentwise and rearranging with `linear_combination`. The statement `skew` is antisymmetry in paired form, and `zu` and `zv` are its diagonal cases. `hS` is the positive total energy, proved by splitting on whether $u=0$, and `hsym` is the crosswise equality. After substitution, `linarith` extracts `hp`, which says $-\alpha\,u\cdot Wv>0$, and `hb`, which says $\beta\,u\cdot Wv=0$. The case $u\cdot Wv=0$ contradicts `hp`, so $\beta=0$; $w=0$ contradicts it too. The partner mode then comes from `IsMode.conj` with $\bar w=w$.

`energy_conserved` differentiates the quadratic form by the product rule. Its step `hz` shows that the derivative vanishes, and `is_const_of_deriv_eq_zero` turns this into constancy. `amplitude_bound` combines that with the stiffness bound at time $t$.

In `single_spin_frequency`, `key` expands the matrix equation into its two components. The identities `e0` and `e1` are the eliminations above, and the converse supplies the same explicit vectors. `saddle_unstable` constructs $r$ and applies this criterion to $w=-ir$.
